# The weighted geometric mean of positive definite stiffness determinants lies between the Reuss and Voigt determinants

## Two springs

Two elastic phases with scalar stiffnesses a, b > 0 fill volume fractions p, q > 0, where p + q = 1. If both carry the same strain, the stiffnesses average to m = pa + qb. If both carry the same stress, the compliances 1/a and 1/b average instead. To compare m with a^p b^q, use the tangent to the logarithm at m:

log a ≤ log m + a/m − 1, log b ≤ log m + b/m − 1.

Weighting these by p and q and adding gives

p log a + q log b ≤ log m + (pa + qb)/m − 1 = log m.

Hence a^p b^q ≤ pa + qb. The same inequality for the compliances, inverted, gives (p/a + q/b)⁻¹ ≤ a^p b^q.

## Many phases and strain components

With n strain components, phase i has a stiffness matrix C_i and a volume fraction c_i > 0, with ∑ c_i = 1. The uniform-strain (Voigt) and uniform-stress (Reuss) averages are

C_V = ∑ c_i C_i, C_R = (∑ c_i C_i⁻¹)⁻¹.

For symmetric positive definite C_i, with G = ∏ (det C_i)^(c_i),

det C_R ≤ G ≤ det C_V,

and equality in either place holds exactly when all C_i coincide. Positive definiteness means that every nonzero strain stores positive elastic energy.

In Lean, the finite types `n` and `ι` label strain components and phases, and `PosDef` includes symmetry. The name `voigt` refers to the average, not to Voigt's index notation. `two_phase_bounds` states both inequalities and both equality cases for two phases.

`single_material_bounds` treats grains R_i K R_iᵀ of one crystal stiffness K, with R_i orthogonal, and gives det C_R ≤ det K ≤ det C_V. For three-dimensional elasticity, one suitable choice is the normalised 6 × 6 (Mandel) basis, in which spatial rotations act orthogonally. For a positive definite K and finitely many grains, computed averages that violate these inequalities beyond rounding error must contain a mistake; satisfying them does not prove the averages correct.

The theorems compare algebraic averages; placing a real aggregate's effective stiffness between them needs a separate energy argument.

## From principal stiffnesses to the bounds

**Principal axes.** Write a positive definite X as U diag(d) Uᵀ, with U orthogonal and all d_k > 0. Then

log det X = ∑ log d_k ≤ ∑ (d_k − 1) = tr X − n.

Equality forces every d_k = 1, so X = UUᵀ = 1.

**Tangent at M.** Let A and M be positive definite. Diagonalise M = U diag(d) Uᵀ and set W = U diag(d_k^(−1/2)). Then WᵀMW = 1 and WWᵀ = M⁻¹. The matrix X = WᵀAW is positive definite, with

det X = det A / det M, tr X = tr(M⁻¹A).

The previous bound becomes

log det A ≤ log det M + tr(M⁻¹A) − n.

Equality forces WᵀAW = 1, hence A = (WWᵀ)⁻¹ = M.

**Voigt bound.** Take A = C_i and M = C_V, which is positive definite, and sum with weights c_i:

∑ c_i log det C_i ≤ log det C_V + tr(C_V⁻¹C_V) − n = log det C_V.

Exponentiating gives G ≤ det C_V. Since every c_i > 0, equality forces equality in each term, so every C_i = C_V. Conversely, if all C_i coincide, they equal C_V and G = det C_V.

**Reuss bound.** The Voigt bound for the compliances reads

G⁻¹ ≤ det(∑ c_i C_i⁻¹) = 1 / det C_R.

Inverting gives det C_R ≤ G. Equality holds exactly when the compliances coincide, hence when the stiffnesses do.

**Rotated grains.** Since (det R_i)² = 1, each grain has determinant det K, and G = (det K)^(∑ c_i) = det K.

## The Lean development

```lean
import Mathlib

open Matrix

namespace PolycrystalDeterminants

noncomputable section

variable {n ι : Type*} [Fintype n] [DecidableEq n] [Fintype ι]

/-- The Voigt average: the stiffnesses `C i` averaged with the volume fractions `c i`. -/
def voigt (c : ι → ℝ) (C : ι → Matrix n n ℝ) : Matrix n n ℝ := ∑ i, c i • C i

/-- The Reuss average: the inverse of the averaged compliances. It is meant for invertible
stiffnesses whose averaged compliance is invertible. -/
def reuss (c : ι → ℝ) (C : ι → Matrix n n ℝ) : Matrix n n ℝ := (voigt c fun i => (C i)⁻¹)⁻¹

/-- A symmetric positive definite stiffness has orthogonal principal axes `U` and positive
principal stiffnesses `d`. -/
theorem principal_axes {A : Matrix n n ℝ} (hA : A.PosDef) :
    ∃ (U : Matrix n n ℝ) (d : n → ℝ), Uᵀ * U = 1 ∧ (∀ i, 0 < d i) ∧
      A = U * diagonal d * Uᵀ := by
  refine ⟨hA.isHermitian.eigenvectorUnitary, hA.isHermitian.eigenvalues, ?_,
    hA.eigenvalues_pos, ?_⟩
  · have h := Matrix.mem_unitaryGroup_iff'.mp hA.isHermitian.eigenvectorUnitary.2
    rwa [Matrix.star_eq_conjTranspose, conjTranspose_eq_transpose_of_trivial] at h
  · exact hA.isHermitian.spectral_theorem.trans (by rw [Unitary.conjStarAlgAut_apply]; rfl)

/-- An invertible change of strain coordinates `W` keeps a stiffness positive definite. -/
theorem posDef_congruence {A V W : Matrix n n ℝ} (hA : A.PosDef) (hW : V * W = 1) :
    (Wᵀ * A * W).PosDef := by
  have inj : Function.Injective W.mulVec := fun x y h => by
    have h' := congrArg (fun v => V *ᵥ v) h
    simpa [Matrix.mulVec_mulVec, hW] using h'
  have h := hA.conjTranspose_mul_mul_same inj
  rwa [conjTranspose_eq_transpose_of_trivial] at h

/-- For a positive definite `C` of size `n`, `log det C ≤ tr C - n`, and equality forces `C` to be
the identity. -/
theorem log_det_le_trace {C : Matrix n n ℝ} (hC : C.PosDef) :
    Real.log C.det ≤ C.trace - Fintype.card n ∧
      (Real.log C.det = C.trace - Fintype.card n → C = 1) := by
  obtain ⟨U, d, hU, hd, rfl⟩ := principal_axes hC
  have hu : U.det * U.det = 1 := by
    have h := congrArg Matrix.det hU
    rwa [det_mul, det_transpose, det_one] at h
  have hdet : (U * diagonal d * Uᵀ).det = ∏ i, d i := by
    rw [det_mul, det_mul, det_transpose, det_diagonal]
    linear_combination (∏ i, d i) * hu
  have hlog : Real.log (∏ i, d i) = ∑ i, Real.log (d i) := by
    rw [Real.log_prod]
    intro i _
    exact (hd i).ne'
  have htr : (U * diagonal d * Uᵀ).trace - Fintype.card n = ∑ i, (d i - 1) := by
    rw [trace_mul_comm, ← mul_assoc, hU, one_mul, trace_diagonal]
    simp [Finset.sum_sub_distrib]
  -- the scalar inequality for each principal stiffness
  have hle : ∀ i ∈ Finset.univ, Real.log (d i) ≤ d i - 1 :=
    fun i _ => Real.log_le_sub_one_of_pos (hd i)
  rw [hdet, hlog, htr]
  refine ⟨Finset.sum_le_sum hle, fun h => ?_⟩
  have h1 : d = fun _ => 1 := by
    funext i
    by_contra hne
    exact (Real.log_lt_sub_one_of_pos (hd i) hne).ne
      ((Finset.sum_eq_sum_iff_of_le hle).mp h i (Finset.mem_univ i))
  rw [h1, diagonal_one, mul_one]
  exact mul_eq_one_comm.mp hU

/-- The log-determinant of a positive definite stiffness lies below its tangent at any positive
definite `M`, and touches it only at `M`. -/
theorem log_det_le_tangent {A M : Matrix n n ℝ} (hA : A.PosDef) (hM : M.PosDef) :
    Real.log A.det ≤ Real.log M.det + ((M⁻¹ * A).trace - Fintype.card n) ∧
      (Real.log A.det = Real.log M.det + ((M⁻¹ * A).trace - Fintype.card n) → A = M) := by
  -- coordinates `W` in which `M` becomes the identity
  obtain ⟨W, hW⟩ : ∃ W : Matrix n n ℝ, Wᵀ * M * W = 1 := by
    obtain ⟨U, d, hU, hd, hMU⟩ := principal_axes hM
    refine ⟨U * diagonal fun i => (√(d i))⁻¹, ?_⟩
    rw [hMU, transpose_mul, diagonal_transpose]
    calc _ = diagonal (fun i => (√(d i))⁻¹) * (Uᵀ * U) * diagonal d * (Uᵀ * U) *
          diagonal (fun i => (√(d i))⁻¹) := by simp only [mul_assoc]
      _ = 1 := by
        rw [hU, mul_one, mul_one, diagonal_mul_diagonal, diagonal_mul_diagonal, ← diagonal_one]
        congr 1
        funext i
        have hs : √(d i) ≠ 0 := (Real.sqrt_pos.mpr (hd i)).ne'
        have hq : √(d i) * √(d i) = d i := Real.mul_self_sqrt (hd i).le
        calc (√(d i))⁻¹ * d i * (√(d i))⁻¹
            = (√(d i))⁻¹ * (√(d i) * √(d i)) * (√(d i))⁻¹ := by rw [hq]
          _ = 1 := by field_simp
  have hWM : W * Wᵀ * M = 1 := by
    rw [mul_assoc]
    exact mul_eq_one_comm.mp hW
  have hinv : M⁻¹ = W * Wᵀ := inv_eq_left_inv hWM
  have hC := posDef_congruence hA hW
  have hdet : (Wᵀ * A * W).det * M.det = A.det := by
    have h := congrArg Matrix.det hW
    rw [det_mul, det_mul, det_transpose, det_one] at h
    rw [det_mul, det_mul, det_transpose]
    linear_combination A.det * h
  have hlog : Real.log A.det = Real.log (Wᵀ * A * W).det + Real.log M.det := by
    rw [← hdet, Real.log_mul hC.det_pos.ne' hM.det_pos.ne']
  have htr : (M⁻¹ * A).trace = (Wᵀ * A * W).trace := by
    rw [hinv, trace_mul_comm (Wᵀ * A) W, mul_assoc]
  obtain ⟨h1, h2⟩ := log_det_le_trace hC
  rw [hlog, htr]
  refine ⟨by linarith, fun h => ?_⟩
  have hWA : W * (Wᵀ * A) = 1 := mul_eq_one_comm.mp (h2 (by linarith))
  calc A = M * (W * Wᵀ) * A := by rw [mul_eq_one_comm.mp hWM, one_mul]
    _ = M * (W * (Wᵀ * A)) := by simp only [mul_assoc]
    _ = M := by rw [hWA, mul_one]

/-- For positive volume fractions of sum one and positive definite stiffnesses, the determinant of
the Voigt average is at least the weighted geometric mean of the determinants, with equality
exactly when all stiffnesses coincide. -/
theorem geometric_mean_le_det_voigt {c : ι → ℝ} {C : ι → Matrix n n ℝ} (hc : ∀ i, 0 < c i)
    (hsum : ∑ i, c i = 1) (hC : ∀ i, (C i).PosDef) :
    ∏ i, (C i).det ^ c i ≤ (voigt c C).det ∧
      (∏ i, (C i).det ^ c i = (voigt c C).det ↔ ∀ i j, C i = C j) := by
  have hM : (voigt c C).PosDef :=
    Finset.sum_induction_nonempty _ Matrix.PosDef (fun _ _ h h' => h.add h')
      (Finset.nonempty_of_sum_ne_zero (by rw [hsum]; exact one_ne_zero))
      (fun i _ => (hC i).smul (hc i))
  have hexp : ∏ i, (C i).det ^ c i = Real.exp (∑ i, c i * Real.log (C i).det) := by
    rw [Real.exp_sum]
    exact Finset.prod_congr rfl fun i _ => by
      rw [Real.rpow_def_of_pos (hC i).det_pos, mul_comm]
  have htr : ∑ i, c i * ((voigt c C)⁻¹ * C i).trace = Fintype.card n := by
    have h : ∀ X : Matrix n n ℝ, ∑ i, c i * (X * C i).trace = (X * voigt c C).trace := by
      intro X
      simp only [voigt, Finset.mul_sum, Matrix.trace_sum, Matrix.mul_smul, Matrix.trace_smul,
        smul_eq_mul]
    rw [h, nonsing_inv_mul _ hM.det_pos.ne'.isUnit, trace_one]
  -- the averaged tangent bounds collapse to the log-determinant of the Voigt average
  have htan : ∑ i, c i * (Real.log (voigt c C).det +
      (((voigt c C)⁻¹ * C i).trace - Fintype.card n)) = Real.log (voigt c C).det := by
    simp only [mul_add, mul_sub, Finset.sum_add_distrib, Finset.sum_sub_distrib,
      ← Finset.sum_mul, hsum, htr]
    ring
  have hle : ∀ i ∈ Finset.univ, c i * Real.log (C i).det ≤ c i * (Real.log (voigt c C).det +
      (((voigt c C)⁻¹ * C i).trace - Fintype.card n)) :=
    fun i _ => mul_le_mul_of_nonneg_left (log_det_le_tangent (hC i) hM).1 (hc i).le
  refine ⟨?_, fun h => ?_, fun h => ?_⟩
  · rw [hexp, ← Real.le_log_iff_exp_le hM.det_pos, ← htan]
    exact Finset.sum_le_sum hle
  · have hS : ∑ i, c i * Real.log (C i).det = Real.log (voigt c C).det := by
      rw [← h, hexp, Real.log_exp]
    have hall : ∀ i, C i = voigt c C := fun i =>
      (log_det_le_tangent (hC i) hM).2 (mul_left_cancel₀ (hc i).ne'
        ((Finset.sum_eq_sum_iff_of_le hle).mp (hS.trans htan.symm) i (Finset.mem_univ i)))
    exact fun i j => (hall i).trans (hall j).symm
  · have hall : ∀ i, C i = voigt c C := fun i => by
      have h' : voigt c C = ∑ j, c j • C i :=
        Finset.sum_congr rfl fun j _ => by rw [h j i]
      rw [h', ← Finset.sum_smul, hsum, one_smul]
    calc ∏ i, (C i).det ^ c i = ∏ i, (voigt c C).det ^ c i :=
          Finset.prod_congr rfl fun i _ => by rw [← hall i]
      _ = (voigt c C).det := by rw [← Real.rpow_sum_of_pos hM.det_pos, hsum, Real.rpow_one]

/-- For positive volume fractions of sum one and positive definite stiffnesses, the determinant of
the Reuss average is at most the weighted geometric mean of the determinants, with equality
exactly when all stiffnesses coincide. -/
theorem det_reuss_le_geometric_mean {c : ι → ℝ} {C : ι → Matrix n n ℝ} (hc : ∀ i, 0 < c i)
    (hsum : ∑ i, c i = 1) (hC : ∀ i, (C i).PosDef) :
    (reuss c C).det ≤ ∏ i, (C i).det ^ c i ∧
      ((reuss c C).det = ∏ i, (C i).det ^ c i ↔ ∀ i j, C i = C j) := by
  -- the Voigt bound for the compliances, inverted
  obtain ⟨h1, h2⟩ := geometric_mean_le_det_voigt hc hsum fun i => (hC i).inv
  have hG : ∏ i, ((C i)⁻¹).det ^ c i = (∏ i, (C i).det ^ c i)⁻¹ := by
    rw [← Finset.prod_inv_distrib]
    exact Finset.prod_congr rfl fun i _ => by
      rw [det_nonsing_inv, Ring.inverse_eq_inv', Real.inv_rpow (hC i).det_pos.le]
  have hpos : 0 < ∏ i, (C i).det ^ c i :=
    Finset.prod_pos fun i _ => Real.rpow_pos_of_pos (hC i).det_pos _
  rw [hG] at h1 h2
  rw [reuss, det_nonsing_inv, Ring.inverse_eq_inv']
  refine ⟨inv_le_of_inv_le₀ hpos h1, ?_⟩
  rw [inv_eq_iff_eq_inv, eq_comm, h2]
  exact ⟨fun h i j => Matrix.inv_inj (h i j) (hC i).det_pos.ne'.isUnit,
    fun h i j => by rw [h i j]⟩

/-- Two phases with positive definite stiffnesses `A`, `B` and positive volume fractions `p`, `q`
of sum one: the weighted geometric mean of the determinants lies between the determinants of the
Reuss and Voigt averages, and equality in either place holds exactly when `A = B`. -/
theorem two_phase_bounds {A B : Matrix n n ℝ} {p q : ℝ} (hA : A.PosDef) (hB : B.PosDef)
    (hp : 0 < p) (hq : 0 < q) (hpq : p + q = 1) :
    ((p • A⁻¹ + q • B⁻¹)⁻¹).det ≤ A.det ^ p * B.det ^ q ∧
    A.det ^ p * B.det ^ q ≤ (p • A + q • B).det ∧
    (((p • A⁻¹ + q • B⁻¹)⁻¹).det = A.det ^ p * B.det ^ q ↔ A = B) ∧
    (A.det ^ p * B.det ^ q = (p • A + q • B).det ↔ A = B) := by
  have hc : ∀ i, 0 < ![p, q] i := Fin.forall_fin_two.mpr ⟨hp, hq⟩
  have hsum : ∑ i, ![p, q] i = 1 := by
    rw [Fin.sum_univ_two]
    exact hpq
  have hC : ∀ i, (![A, B] i).PosDef := Fin.forall_fin_two.mpr ⟨hA, hB⟩
  have hiff : (∀ i j, ![A, B] i = ![A, B] j) ↔ A = B :=
    ⟨fun h => h 0 1, fun h => Fin.forall_fin_two.mpr
      ⟨Fin.forall_fin_two.mpr ⟨rfl, h⟩, Fin.forall_fin_two.mpr ⟨h.symm, rfl⟩⟩⟩
  have hv := geometric_mean_le_det_voigt hc hsum hC
  have hr := det_reuss_le_geometric_mean hc hsum hC
  rw [hiff] at hv hr
  simp only [reuss, voigt, Fin.sum_univ_two, Fin.prod_univ_two] at hv hr
  exact ⟨hr.1, hv.1, hr.2, hv.2⟩

/-- In a polycrystal whose grains are orthogonally rotated copies of one positive definite crystal
stiffness `K`, with positive volume fractions of sum one, `det K` lies between the determinants of
the Reuss and Voigt averages. -/
theorem single_material_bounds {c : ι → ℝ} {K : Matrix n n ℝ} {R : ι → Matrix n n ℝ}
    (hc : ∀ i, 0 < c i) (hsum : ∑ i, c i = 1) (hK : K.PosDef) (hR : ∀ i, R i * (R i)ᵀ = 1) :
    (reuss c fun i => R i * K * (R i)ᵀ).det ≤ K.det ∧
      K.det ≤ (voigt c fun i => R i * K * (R i)ᵀ).det := by
  have hC : ∀ i, (R i * K * (R i)ᵀ).PosDef := fun i => by
    have h := posDef_congruence hK (hR i)
    rwa [transpose_transpose] at h
  -- a rotation does not change the determinant of the stiffness
  have hdet : ∀ i, (R i * K * (R i)ᵀ).det = K.det := fun i => by
    have h := congrArg Matrix.det (hR i)
    rw [det_mul, det_one] at h
    rw [det_mul, det_mul]
    linear_combination K.det * h
  have hG : ∏ i, (R i * K * (R i)ᵀ).det ^ c i = K.det := by
    simp only [hdet]
    rw [← Real.rpow_sum_of_pos hK.det_pos, hsum, Real.rpow_one]
  have hr := (det_reuss_le_geometric_mean hc hsum hC).1
  have hv := (geometric_mean_le_det_voigt hc hsum hC).1
  rw [hG] at hr hv
  exact ⟨hr, hv⟩

end

end PolycrystalDeterminants
```

```lean
#print axioms PolycrystalDeterminants.det_reuss_le_geometric_mean
-- 'PolycrystalDeterminants.det_reuss_le_geometric_mean' depends on axioms: [propext, Classical.choice, Quot.sound]
#print axioms PolycrystalDeterminants.two_phase_bounds
-- 'PolycrystalDeterminants.two_phase_bounds' depends on axioms: [propext, Classical.choice, Quot.sound]
#print axioms PolycrystalDeterminants.single_material_bounds
-- 'PolycrystalDeterminants.single_material_bounds' depends on axioms: [propext, Classical.choice, Quot.sound]
```

## Where the steps appear in the code

`principal_axes` takes U and d from the spectral theorem. `posDef_congruence` shows that WᵀAW stays positive definite, because a left inverse makes W injective. `log_det_le_trace` sums the scalar logarithm bound; its strict form, `Real.log_lt_sub_one_of_pos`, settles equality.

`log_det_le_tangent` builds W explicitly and transfers determinant and trace as above. In `geometric_mean_le_det_voigt`, `htr` evaluates the weighted trace and `htan` collapses the summed tangents. `Finset.sum_eq_sum_iff_of_le` then turns equality of the sums into equality for each phase.

`det_reuss_le_geometric_mean` applies this result to the inverses, with `hG` identifying their geometric mean as G⁻¹. `two_phase_bounds` specialises both results to the lists `![p, q]` and `![A, B]`. In `single_material_bounds`, `hdet` and `hG` reduce the geometric mean to det K.
